# The matrix form of v ↦ q v q* for a real quaternion q and a vector v

Unit quaternions describe rotations of ordinary space, taking a vector v, written as a quaternion with zero real part, to q v q*, where q* is the conjugate of q. The theorem `conj_eq` states that this product is again a quaternion with zero real part, and that its vector part is the 3×3 matrix `rotMat q`, quadratic in the components of q, applied to v. Here q is any real quaternion, not necessarily of unit norm; for nonzero q the matrix must be divided by |q|² to give a pure rotation. The attempt compares the four components of the two sides, expands them with `simp`, and leaves the resulting identities between real numbers to `ring`.

In Lean, a first try:

```lean
import Mathlib

open scoped Quaternion Matrix

namespace ConjEq

noncomputable section

/-- A vector of ordinary space, written as a quaternion with zero real part. -/
def pureQ (v : Fin 3 → ℝ) : ℍ[ℝ] := ⟨0, v 0, v 1, v 2⟩

/-- The 3×3 matrix whose entries are the usual quadratic expressions in the components of `q`. -/
def rotMat (q : ℍ[ℝ]) : Matrix (Fin 3) (Fin 3) ℝ :=
  !![q.re ^ 2 + q.imI ^ 2 - q.imJ ^ 2 - q.imK ^ 2, 2 * (q.imI * q.imJ - q.re * q.imK),
      2 * (q.imI * q.imK + q.re * q.imJ);
    2 * (q.imI * q.imJ + q.re * q.imK), q.re ^ 2 - q.imI ^ 2 + q.imJ ^ 2 - q.imK ^ 2,
      2 * (q.imJ * q.imK - q.re * q.imI);
    2 * (q.imI * q.imK - q.re * q.imJ), 2 * (q.imJ * q.imK + q.re * q.imI),
      q.re ^ 2 - q.imI ^ 2 - q.imJ ^ 2 + q.imK ^ 2]

/-- The map `v ↦ q v star(q)` acts on vectors as the matrix `rotMat q`. -/
theorem conj_eq (q : ℍ[ℝ]) (v : Fin 3 → ℝ) :
    q * pureQ v * star q = pureQ (rotMat q *ᵥ v) := by
  apply Quaternion.ext <;>
    simp [pureQ, rotMat, Matrix.mulVec, dotProduct, Fin.sum_univ_three] <;> ring

end

end ConjEq
```

Lean reports:

```
Try this:
  [apply] ring_nf
  
  The `ring` tactic failed to close the goal. Use `ring_nf` to obtain a normal form.
    
  Note that `ring` works primarily in *commutative* rings. If you have a noncommutative ring, abelian group or module, consider using `noncomm_ring`, `abel` or `module` instead.
Try this:
  [apply] ring_nf
  
  The `ring` tactic failed to close the goal. Use `ring_nf` to obtain a normal form.
    
  Note that `ring` works primarily in *commutative* rings. If you have a noncommutative ring, abelian group or module, consider using `noncomm_ring`, `abel` or `module` instead.
Try this:
  [apply] ring_nf
  
  The `ring` tactic failed to close the goal. Use `ring_nf` to obtain a normal form.
    
  Note that `ring` works primarily in *commutative* rings. If you have a noncommutative ring, abelian group or module, consider using `noncomm_ring`, `abel` or `module` instead.
Try this:
  [apply] ring_nf
  
  The `ring` tactic failed to close the goal. Use `ring_nf` to obtain a normal form.
    
  Note that `ring` works primarily in *commutative* rings. If you have a noncommutative ring, abelian group or module, consider using `noncomm_ring`, `abel` or `module` instead.
Main.lean:23:52: error: unsolved goals
case a
q : ℍ
v : Fin 3 → ℝ
⊢ (q * { re := 0, imI := v 0, imJ := v 1, imK := v 2 }).re * q.re +
          (q * { re := 0, imI := v 0, imJ := v 1, imK := v 2 }).imI * q.imI +
        (q * { re := 0, imI := v 0, imJ := v 1, imK := v 2 }).imJ * q.imJ +
      (q * { re := 0, imI := v 0, imJ := v 1, imK := v 2 }).imK * q.imK =
    0

case a
q : ℍ
v : Fin 3 → ℝ
⊢ -((q * { re := 0, imI := v 0, imJ := v 1, imK := v 2 }).re * q.imI) +
          (q * { re := 0, imI := v 0, imJ := v 1, imK := v 2 }).imI * q.re -
        (q * { re := 0, imI := v 0, imJ := v 1, imK := v 2 }).imJ * q.imK +
      (q * { re := 0, imI := v 0, imJ := v 1, imK := v 2 }).imK * q.imJ =
    q.imI * q.imK * v 2 * 2 + q.imI * q.imJ * v 1 * 2 + q.imI ^ 2 * v 0 - q.re * q.imK * v 1 * 2 +
            q.re * q.imJ * v 2 * 2 +
          q.re ^ 2 * v 0 -
        q.imK ^ 2 * v 0 -
      q.imJ ^ 2 * v 0

case a
q : ℍ
v : Fin 3 → ℝ
⊢ -((q * { re := 0, imI := v 0, imJ := v 1, imK := v 2 }).re * q.imJ) +
          (q * { re := 0, imI := v 0, imJ := v 1, imK := v 2 }).imI * q.imK +
        (q * { re := 0, imI := v 0, imJ := v 1, imK := v 2 }).imJ * q.re -
      (q * { re := 0, imI := v 0, imJ := v 1, imK := v 2 }).imK * q.imI =
    q.imJ * q.imK * v 2 * 2 + q.imJ * q.imI * v 0 * 2 + q.imJ ^ 2 * v 1 + q.imK * q.re * v 0 * 2 - q.imK ^ 2 * v 1 -
          q.re * q.imI * v 2 * 2 +
        q.re ^ 2 * v 1 -
      q.imI ^ 2 * v 1

case a
q : ℍ
v : Fin 3 → ℝ
⊢ -((q * { re := 0, imI := v 0, imJ := v 1, imK := v 2 }).re * q.imK) -
          (q * { re := 0, imI := v 0, imJ := v 1, imK := v 2 }).imI * q.imJ +
        (q * { re := 0, imI := v 0, imJ := v 1, imK := v 2 }).imJ * q.imI +
      (q * { re := 0, imI := v 0, imJ := v 1, imK := v 2 }).imK * q.re =
    q.imK * q.imJ * v 1 * 2 + q.imK * q.imI * v 0 * 2 + q.imK ^ 2 * v 2 - q.imJ * q.re * v 0 * 2 - q.imJ ^ 2 * v 2 +
          q.imI * q.re * v 1 * 2 -
        q.imI ^ 2 * v 2 +
      q.re ^ 2 * v 2
```

The change, after which it compiles:

```diff
@@ -22,6 +22,11 @@
 theorem conj_eq (q : ℍ[ℝ]) (v : Fin 3 → ℝ) :
     q * pureQ v * star q = pureQ (rotMat q *ᵥ v) := by
+  have h0 : ∀ w, (pureQ w).re = 0 := fun _ => rfl
+  have h1 : ∀ w, (pureQ w).imI = w 0 := fun _ => rfl
+  have h2 : ∀ w, (pureQ w).imJ = w 1 := fun _ => rfl
+  have h3 : ∀ w, (pureQ w).imK = w 2 := fun _ => rfl
+  -- compare the four components of both sides
   apply Quaternion.ext <;>
-    simp [pureQ, rotMat, Matrix.mulVec, dotProduct, Fin.sum_univ_three] <;> ring
+    simp [h0, h1, h2, h3, rotMat, dotProduct, Fin.sum_univ_three] <;> ring
 
 end
```

Cause. The four "Try this" messages, one per component, say that `ring` failed to close its goal. Their hint about noncommutative rings doesn't apply, since these goals are equations between real numbers.

The unsolved goals show what went wrong. `simp` has expanded the outer product, with `star q`, but not the inner one: terms such as `(q * { re := 0, … }).re` remain. Unfolding `pureQ` had put an explicit structure in place of `pureQ v`, and in that form the inner product was left unexpanded. `ring` doesn't know the quaternion product formula, so it can't match these terms with the polynomials on the right.

The repair no longer unfolds `pureQ`. Its four components are stated as `h0` to `h3`, each true by definition (`rfl`), and given to `simp` instead. The inner product `q * pureQ v` can now be expanded, the components of `pureQ` are replaced by their values, and the proof goes through. Dropping `Matrix.mulVec` from the `simp` list and adding a comment are mere tidying.
